# A stable integrator with local error \(O(h^3)\) has global error \(O(h^2)\) at fixed time

Take two steps of size \(h\). The error \(e\) starts at \(e(0)=0\). Each step multiplies the old error by at most \(1+hC\) and adds at most \(Dh^3\). Then

\[
e(1)\le Dh^3,\qquad e(2)\le (1+hC)\,Dh^3+Dh^3 = Dh^3(2+hC).
\]

The first local error has been amplified once, and the second is fresh. Reaching a fixed time \(T\) takes about \(T/h\) steps, so contributions of size \(h^3\) add up to an error of size \(h^2\), provided that the amplification stays bounded.

## The worst case and its closed form

The rate \(C>0\) limits how fast nearby numerical trajectories separate, and \(D\ge 0\) sets the size of the error made in one step. The order of the global error can be read off if both can be chosen independently of \(h\). For a general order \(p\) (above, \(p=2\)), let \(E_n\) be the error when every step is as bad as allowed:

\[
E_0=0,\qquad E_{n+1}=(1+hC)E_n+Dh^{p+1}.
\]

```lean
import Mathlib

open Filter Topology

namespace IntegratorAccuracy

noncomputable section

/-- The worst-case error after `n` steps of size `h`: each step amplifies the old error by
`1 + h C` and adds a local error `D h ^ (p + 1)`. -/
def worstError (C D h : ℝ) (p : ℕ) : ℕ → ℝ
  | 0 => 0
  | n + 1 => (1 + h * C) * worstError C D h p n + D * h ^ (p + 1)
```

The solution is \(E_n = Dh^p\,\big((1+hC)^n-1\big)/C\). If it holds at \(n\), then

\[
C E_{n+1}=Dh^p\big[(1+hC)^{n+1}-(1+hC)+hC\big]=Dh^p\big[(1+hC)^{n+1}-1\big].
\]

In the code, `linear_combination` performs this induction step.

```lean
/-- Closed form of the worst-case error, for `C ≠ 0`. -/
theorem worstError_eq {C : ℝ} (hC : C ≠ 0) (D h : ℝ) (p n : ℕ) :
    worstError C D h p n = D * h ^ p * ((1 + h * C) ^ n - 1) / C := by
  rw [eq_div_iff hC]
  induction n with
  | zero => simp [worstError]
  | succ n ih =>
    rw [worstError]
    linear_combination (1 + h * C) * ih
```

## From the recursion to a bound at time \(T\)

If \(e(k)\le E_k\), then \(e(k+1)\le(1+hC)E_k+Dh^{p+1}=E_{k+1}\), because \(1+hC\ge0\). Hence \(e(n)\le E_n\). Since \(1+hC\le \exp(hC)\) and \(nh\le T\),

\[
(1+hC)^n\le \exp(nhC)\le \exp(CT),\qquad e(n)\le Dh^p\,\frac{\exp(CT)-1}{C}.
\]

These two arguments are `compare` and `growth` in the proof. The hypothesis `step` is needed only for `k < n`, and the errors `e k` may be any real numbers, so nonnegativity is not required.

```lean
/-- Global accuracy: if the error starts at zero and each step amplifies it by at most `1 + h C`
and adds at most `D h ^ (p + 1)`, with `h, D ≥ 0` and `C > 0`, then up to time `T` it is at most
`D h ^ p (exp (C T) - 1) / C`. -/
theorem global_error_le {C D h T : ℝ} {p n : ℕ} {e : ℕ → ℝ}
    (hh : 0 ≤ h) (hC : 0 < C) (hD : 0 ≤ D) (h0 : e 0 = 0)
    (step : ∀ k < n, e (k + 1) ≤ (1 + h * C) * e k + D * h ^ (p + 1))
    (hT : n * h ≤ T) :
    e n ≤ D * h ^ p * (Real.exp (C * T) - 1) / C := by
  -- the error never exceeds the worst case
  have compare : ∀ m ≤ n, e m ≤ worstError C D h p m := by
    intro m
    induction m with
    | zero => intro _; simp [worstError, h0]
    | succ m ih =>
      intro hm
      have hprev := ih (by omega)
      rw [worstError]
      calc e (m + 1) ≤ (1 + h * C) * e m + D * h ^ (p + 1) := step m (by omega)
        _ ≤ (1 + h * C) * worstError C D h p m + D * h ^ (p + 1) := by gcongr
  -- compound growth is at most exponential growth
  have growth : (1 + h * C) ^ n ≤ Real.exp (C * T) := by
    calc (1 + h * C) ^ n ≤ Real.exp (h * C) ^ n :=
          pow_le_pow_left₀ (by positivity) (by linarith [Real.add_one_le_exp (h * C)]) n
      _ = Real.exp (n * (h * C)) := (Real.exp_nat_mul _ _).symm
      _ ≤ Real.exp (C * T) :=
          Real.exp_le_exp.mpr (by linarith [mul_le_mul_of_nonneg_left hT hC.le])
  calc e n ≤ worstError C D h p n := compare n le_rfl
    _ = D * h ^ p * ((1 + h * C) ^ n - 1) / C := worstError_eq hC.ne' D h p n
    _ ≤ D * h ^ p * (Real.exp (C * T) - 1) / C := by gcongr
```

The constant is the best possible for this recursion. With \(h=T/N\),

\[
\frac{E_N}{h^p}=\frac{D}{C}\Big[\Big(1+\frac{CT}{N}\Big)^N-1\Big]\longrightarrow \frac{D(\exp(CT)-1)}{C}\qquad(N\to\infty).
\]

A particular integrator may do much better than this worst case.

```lean
/-- Sharpness: for `C, T > 0` and `N` steps of size `h = T / N`, the worst-case error at time `T`
divided by `h ^ p` tends to `D (exp (C T) - 1) / C` as `N` grows. -/
theorem worstError_sharp {C T : ℝ} (hC : 0 < C) (hT : 0 < T) (D : ℝ) (p : ℕ) :
    Tendsto (fun N : ℕ => worstError C D (T / N) p N / (T / N) ^ p) atTop
      (𝓝 (D * (Real.exp (C * T) - 1) / C)) := by
  have lim := (((Real.tendsto_one_add_div_pow_exp (C * T)).sub_const 1).const_mul D).div_const C
  refine lim.congr' ?_
  filter_upwards [eventually_gt_atTop 0] with N hN
  have hN' : (0 : ℝ) < N := Nat.cast_pos.mpr hN
  have hp : (T / (N : ℝ)) ^ p ≠ 0 := by positivity
  rw [worstError_eq hC.ne', show T / (N : ℝ) * C = C * T / N by ring, eq_div_iff hp]
  ring
```

## Old error and fresh error in an integrator

Let \(\Phi\) be one numerical step and \(x(t)\) the reference trajectory. Write \(y_k=\Phi^k(x(0))\) and \(t_k=kh\). The triangle inequality gives

\[
\|y_{k+1}-x(t_{k+1})\|\le\|\Phi(y_k)-\Phi(x(t_k))\|+\|\Phi(x(t_k))-x(t_{k+1})\|.
\]

The first term is the old error, propagated; `stable` bounds it. The second is the local error, bounded by `consistent`. Both are assumed here. Stability is required for all pairs of states, which rules out, for example, velocity Verlet with forces that diverge at contact. Round-off is not modelled.

```lean
/-- Stability and a local error bound control the global error: if one step `Φ` stretches distances
by at most `1 + h C` and misses the trajectory `x` by at most `D h ^ (p + 1)`, with `h, D ≥ 0` and
`C > 0`, then up to time `T` the numerical trajectory started at `x 0` has an error of at most
`D h ^ p (exp (C T) - 1) / C`. -/
theorem integrator_global_error {E : Type*} [NormedAddCommGroup E] {Φ : E → E} {x : ℝ → E}
    {C D h T : ℝ} {p n : ℕ} (hh : 0 ≤ h) (hC : 0 < C) (hD : 0 ≤ D)
    (stable : ∀ u v, ‖Φ u - Φ v‖ ≤ (1 + h * C) * ‖u - v‖)
    (consistent : ∀ k < n, ‖Φ (x (k * h)) - x ((k + 1) * h)‖ ≤ D * h ^ (p + 1))
    (hT : n * h ≤ T) :
    ‖Φ^[n] (x 0) - x (n * h)‖ ≤ D * h ^ p * (Real.exp (C * T) - 1) / C := by
  refine global_error_le (e := fun k : ℕ => ‖Φ^[k] (x 0) - x (k * h)‖)
    hh hC hD (by simp) ?_ hT
  intro k hk
  simp only [Function.iterate_succ_apply', Nat.cast_add, Nat.cast_one]
  -- propagated old error plus fresh local error
  exact (norm_sub_le_norm_sub_add_norm_sub _ (Φ (x (k * h))) _).trans
    (add_le_add (stable _ _) (consistent k hk))
```

## Velocity Verlet on a spring

For unit mass, position \(q\), momentum \(P\) and force \(F\), one step is

\[
q'=q+hP+\tfrac{h^2}{2}F(q),\qquad P'=P+\tfrac h2\big(F(q)+F(q')\big).
\]

```lean
/-- One velocity Verlet step of size `h` for a particle of unit mass in the force field `F`,
acting on (position, momentum). -/
def velocityVerlet (F : ℝ → ℝ) (h : ℝ) (s : ℝ × ℝ) : ℝ × ℝ :=
  (s.1 + h * s.2 + h ^ 2 / 2 * F s.1,
    s.2 + h / 2 * (F s.1 + F (s.1 + h * s.2 + h ^ 2 / 2 * F s.1)))
```

The reference motion has amplitude \(A\), phase \(\varphi\) and unit angular frequency: \(q=A\cos(t+\varphi)\), \(P=-A\sin(t+\varphi)\).

```lean
/-- The oscillation with amplitude `A`, phase `φ` and unit angular frequency, as (position,
momentum). -/
def orbit (A φ t : ℝ) : ℝ × ℝ := (A * Real.cos (t + φ), -(A * Real.sin (t + φ)))
```

Differentiation gives \(\dot q=P\) and \(\dot P=-q\), which is Newton's equation for \(F(q)=-q\).

```lean
/-- The orbit obeys Newton's equation for unit mass and the spring force `-q`. -/
theorem orbit_newton (A φ t : ℝ) :
    HasDerivAt (fun s => (orbit A φ s).1) (orbit A φ t).2 t ∧
      HasDerivAt (fun s => (orbit A φ s).2) (-(orbit A φ t).1) t := by
  have ht : HasDerivAt (fun s : ℝ => s + φ) 1 t := (hasDerivAt_id' t).add_const φ
  constructor
  · exact (ht.cos.const_mul A).congr_deriv (by simp [orbit])
  · exact (ht.sin.const_mul A).fun_neg.congr_deriv (by simp [orbit])
```

Both remaining estimates use \(|ca+db|\le(|c|+|d|)M\) when \(|a|,|b|\le M\).

```lean
/-- If two numbers have size at most `M` and their weights have total size at most `K`, the
weighted sum has size at most `K M`. -/
theorem abs_combination_le {a b M K : ℝ} (c d : ℝ) (ha : |a| ≤ M) (hb : |b| ≤ M)
    (hK : |c| + |d| ≤ K) : |c * a + d * b| ≤ K * M := by
  refine (abs_add_le _ _).trans ?_
  rw [abs_mul, abs_mul]
  linarith [mul_le_mul_of_nonneg_left ha (abs_nonneg c),
    mul_le_mul_of_nonneg_left hb (abs_nonneg d),
    mul_le_mul_of_nonneg_right hK ((abs_nonneg a).trans ha)]
```

For the spring, the step is linear:

\[
q'=\big(1-\tfrac{h^2}{2}\big)q+hP,\qquad P'=-\big(h-\tfrac{h^3}{4}\big)q+\big(1-\tfrac{h^2}{2}\big)P.
\]

For \(0\le h\le1\), the absolute coefficients in each row sum to at most \(1+h\). In the maximum norm, which Lean uses on `ℝ × ℝ`, this is stability with \(C=1\).

```lean
/-- For the spring force and `0 ≤ h ≤ 1`, a velocity Verlet step stretches phase-space distances
(in the maximum norm) by at most `1 + h`. -/
theorem verlet_stable {h : ℝ} (hh : 0 ≤ h) (h1 : h ≤ 1) (u v : ℝ × ℝ) :
    ‖velocityVerlet (fun q => -q) h u - velocityVerlet (fun q => -q) h v‖
      ≤ (1 + h) * ‖u - v‖ := by
  have ha : |(u - v).1| ≤ ‖u - v‖ := norm_fst_le (u - v)
  have hb : |(u - v).2| ≤ ‖u - v‖ := norm_snd_le (u - v)
  have h2 : h ^ 2 ≤ 1 := pow_le_one₀ hh h1
  have h3 : h ^ 3 ≤ h := by nlinarith [mul_le_mul_of_nonneg_left h2 hh]
  have p2 : 0 ≤ h ^ 2 := by positivity
  have p3 : 0 ≤ h ^ 3 := by positivity
  have c1 : |1 - h ^ 2 / 2| = 1 - h ^ 2 / 2 := abs_of_nonneg (by linarith)
  have c2 : |-(h - h ^ 3 / 4)| = h - h ^ 3 / 4 := by
    rw [abs_neg, abs_of_nonneg (by linarith)]
  -- each new coordinate difference is a combination of the old ones
  have q := abs_combination_le (K := 1 + h) (1 - h ^ 2 / 2) h ha hb
    (by rw [c1, abs_of_nonneg hh]; linarith)
  have r := abs_combination_le (K := 1 + h) (-(h - h ^ 3 / 4)) (1 - h ^ 2 / 2) ha hb
    (by rw [c1, c2]; linarith)
  rw [Prod.norm_def, Real.norm_eq_abs, Real.norm_eq_abs]
  refine max_le (le_of_eq_of_le (congrArg abs ?_) q) (le_of_eq_of_le (congrArg abs ?_) r) <;>
  · simp only [velocityVerlet, Prod.fst_sub, Prod.snd_sub]
    ring
```

For the local error, put \(\theta=t+\varphi\) and subtract the exact motion, using the addition formulas:

\[
\begin{aligned}
\Delta q&=\big(1-\tfrac{h^2}{2}-\cos h\big)A\cos\theta+(\sin h-h)A\sin\theta,\\
\Delta P&=\big(\sin h-h+\tfrac{h^3}{4}\big)A\cos\theta+\big(\cos h-1+\tfrac{h^2}{2}\big)A\sin\theta.
\end{aligned}
\]

By Taylor's theorem each bracket is at most \(h^3/4\) in size (`r1` to `r4`), so each component is at most \(Ah^3/2\).

```lean
/-- For `0 ≤ h ≤ 1` and amplitude `A ≥ 0`, one velocity Verlet step misses the oscillator orbit
by at most `A h ^ 3 / 2`. -/
theorem verlet_local_error {A h : ℝ} (hA : 0 ≤ A) (hh : 0 ≤ h) (h1 : h ≤ 1) (φ t : ℝ) :
    ‖velocityVerlet (fun q => -q) h (orbit A φ t) - orbit A φ (t + h)‖ ≤ A / 2 * h ^ 3 := by
  have ha : |A * Real.cos (t + φ)| ≤ A := by
    rw [abs_mul, abs_of_nonneg hA]
    exact mul_le_of_le_one_right hA (Real.abs_cos_le_one _)
  have hb : |A * Real.sin (t + φ)| ≤ A := by
    rw [abs_mul, abs_of_nonneg hA]
    exact mul_le_of_le_one_right hA (Real.abs_sin_le_one _)
  -- Taylor remainders of cosine and sine
  have habs : |h| ≤ 1 := by rwa [abs_of_nonneg hh]
  have hc := Real.cos_bound habs
  have hs := Real.sin_bound habs
  rw [abs_of_nonneg hh, abs_le] at hc hs
  obtain ⟨hc1, hc2⟩ := hc
  obtain ⟨hs1, hs2⟩ := hs
  have p3 : 0 ≤ h ^ 3 := by positivity
  have h4 : h ^ 4 ≤ h ^ 3 := pow_le_pow_of_le_one hh h1 (by norm_num)
  have h5 : h ^ 5 ≤ h ^ 3 := pow_le_pow_of_le_one hh h1 (by norm_num)
  have r1 : |1 - h ^ 2 / 2 - Real.cos h| ≤ h ^ 3 / 4 := abs_le.mpr ⟨by linarith, by linarith⟩
  have r2 : |Real.sin h - h| ≤ h ^ 3 / 4 := abs_le.mpr ⟨by linarith, by linarith⟩
  have r3 : |Real.sin h - h + h ^ 3 / 4| ≤ h ^ 3 / 4 := abs_le.mpr ⟨by linarith, by linarith⟩
  have r4 : |Real.cos h - 1 + h ^ 2 / 2| ≤ h ^ 3 / 4 := abs_le.mpr ⟨by linarith, by linarith⟩
  have q := abs_combination_le (K := h ^ 3 / 2) (1 - h ^ 2 / 2 - Real.cos h) (Real.sin h - h)
    ha hb (by linarith)
  have r := abs_combination_le (K := h ^ 3 / 2) (Real.sin h - h + h ^ 3 / 4)
    (Real.cos h - 1 + h ^ 2 / 2) ha hb (by linarith)
  rw [show A / 2 * h ^ 3 = h ^ 3 / 2 * A by ring, Prod.norm_def, Real.norm_eq_abs,
    Real.norm_eq_abs]
  refine max_le (le_of_eq_of_le (congrArg abs ?_) q) (le_of_eq_of_le (congrArg abs ?_) r) <;>
  · simp only [velocityVerlet, orbit, Prod.fst_sub, Prod.snd_sub, add_right_comm t h φ,
      Real.cos_add (t + φ) h, Real.sin_add (t + φ) h]
    ring
```

Inserting \(C=1\), \(D=A/2\) and \(p=2\) in the general bound gives

\[
\|y_n-x(nh)\|\le \tfrac A2\,h^2\,(\exp T-1),\qquad nh\le T.
\]

For molecular dynamics, this says that halving the time step quarters the guaranteed error at fixed \(T\), here for a single harmonic degree of freedom with \(h\) at most the inverse angular frequency. The factor \(\exp T-1\) is very pessimistic at long times: for this spring the actual error grows at most linearly in \(T\).

```lean
/-- Velocity Verlet is second-order accurate for the harmonic oscillator: for `0 ≤ h ≤ 1` and
amplitude `A ≥ 0`, the error up to time `T` is at most `(A / 2) h ^ 2 (exp T - 1)`. -/
theorem verlet_global_error {A h T : ℝ} {n : ℕ} (hA : 0 ≤ A) (hh : 0 ≤ h) (h1 : h ≤ 1)
    (φ : ℝ) (hT : n * h ≤ T) :
    ‖(velocityVerlet (fun q => -q) h)^[n] (orbit A φ 0) - orbit A φ (n * h)‖
      ≤ A / 2 * h ^ 2 * (Real.exp T - 1) := by
  have key := integrator_global_error (Φ := velocityVerlet (fun q => -q) h) (x := orbit A φ)
    (C := 1) (D := A / 2) (p := 2) (n := n) hh one_pos (by positivity)
    (fun u v => by rw [mul_one]; exact verlet_stable hh h1 u v)
    (fun k _ => by
      rw [show ((k : ℝ) + 1) * h = k * h + h by ring]
      exact verlet_local_error hA hh h1 φ (k * h)) hT
  rwa [one_mul, div_one] at key

end

end IntegratorAccuracy
```

```lean
#print axioms IntegratorAccuracy.worstError_sharp
#print axioms IntegratorAccuracy.integrator_global_error
#print axioms IntegratorAccuracy.orbit_newton
#print axioms IntegratorAccuracy.verlet_global_error
```

```
'IntegratorAccuracy.worstError_sharp' depends on axioms: [propext, Classical.choice, Quot.sound]
'IntegratorAccuracy.integrator_global_error' depends on axioms: [propext, Classical.choice, Quot.sound]
'IntegratorAccuracy.orbit_newton' depends on axioms: [propext, Classical.choice, Quot.sound]
'IntegratorAccuracy.verlet_global_error' depends on axioms: [propext, Classical.choice, Quot.sound]
```
